# For a fixed lost fraction of hydrogenic 1s kinetic energy, the cutoff energy scales as $Z^2$

Compare the nonrelativistic one-electron 1s states of nuclear charge 1 and 2. In atomic units, and up to constant factors, the kinetic energy at wavenumber $p$ has density $p^4/(p^2+1)^4$ in the first and $p^4/(p^2+4)^4$ in the second. Put $p=2q$ in the second:

$$\int_{2g}^\infty \frac{p^4}{(p^2+4)^4}\,dp=\int_g^\infty \frac{16\,q^4}{256\,(q^2+1)^4}\,2\,dq=\frac18\int_g^\infty\frac{q^4}{(q^2+1)^4}\,dq .$$

The factor $1/8$ is the same for every $g$, so it cancels when the tail is divided by the total. The fraction beyond $2g$ at charge 2 equals the fraction beyond $g$ at charge 1. The cutoff wavenumber doubles and the cutoff energy quadruples.

## The lost kinetic fraction

In Lean 4 with Mathlib:

```lean
import Mathlib

open MeasureTheory Set Filter Topology Real

namespace HydrogenicCutoff

noncomputable section

/-- For `Z > 0` and `p ≥ 0`, the radial kinetic-energy density of the hydrogenic 1s state in
momentum space, up to a factor independent of `p`. -/
def kineticDensity (Z p : ℝ) : ℝ := p ^ 4 / (p ^ 2 + Z ^ 2) ^ 4
```

A `def` introduces a function, here $k_Z(p)=p^4/(p^2+Z^2)^4$ for real $Z$ and $p$. It comes from the 1s momentum amplitude, proportional to $1/(p^2+Z^2)^2$: square it, then multiply by $p^2$ for the spherical shell and by $p^2$ for the kinetic energy. The file takes this density as its starting point and does not derive it from the Schrödinger equation.

```lean
/-- For `Z > 0` and `G ≥ 0`, the 1s kinetic energy carried by wavenumbers beyond `G`, up to a factor
independent of `G`. -/
def kineticTail (Z G : ℝ) : ℝ := ∫ p in Ioi G, kineticDensity Z p
```

`Ioi G` is the open interval $(G,\infty)$, so this is the tail $T_Z(G)=\int_G^\infty k_Z(p)\,dp$.

```lean
/-- For `Z > 0` and `G ≥ 0`, the fraction of the 1s kinetic energy that lies beyond the wavenumber
`G`. -/
def lostFraction (Z G : ℝ) : ℝ := kineticTail Z G / kineticTail Z 0
```

The lost fraction is $F_Z(G)=T_Z(G)/T_Z(0)$. Prefactors independent of $p$ cancel here, including those that depend on $Z$.

## The integral at unit charge

```lean
/-- An explicit function of the wavenumber: one sixteenth of the sum of its arctangent and a
rational function. -/
def kineticPrimitive (p : ℝ) : ℝ :=
  (arctan p + (3 * p ^ 5 - 8 * p ^ 3 - 3 * p) / (3 * (1 + p ^ 2) ^ 3)) / 16
```

Call this function $A$:

$$A(p)=\frac1{16}\left[\arctan p+\frac{3p^5-8p^3-3p}{3(1+p^2)^3}\right].$$

```lean
/-- The derivative of `kineticPrimitive` is the kinetic-energy density for `Z = 1`. -/
theorem hasDerivAt_kineticPrimitive (p : ℝ) :
    HasDerivAt kineticPrimitive (kineticDensity 1 p) p := by
  have hne : 1 + p ^ 2 ≠ 0 := by positivity
  have hN : HasDerivAt (fun x : ℝ => 3 * x ^ 5 - 8 * x ^ 3 - 3 * x)
      (15 * p ^ 4 - 24 * p ^ 2 - 3) p :=
    ((((hasDerivAt_pow 5 p).const_mul 3).fun_sub ((hasDerivAt_pow 3 p).const_mul 8)).fun_sub
      ((hasDerivAt_id' p).const_mul 3)).congr_deriv (by norm_num; ring)
  have hD : HasDerivAt (fun x : ℝ => 3 * (1 + x ^ 2) ^ 3) (18 * p * (1 + p ^ 2) ^ 2) p :=
    ((((hasDerivAt_pow 2 p).const_add 1).fun_pow 3).const_mul 3).congr_deriv
      (by norm_num; ring)
  have h := ((Real.hasDerivAt_arctan p).fun_add
    (hN.fun_div hD (by positivity))).div_const 16
  refine h.congr_deriv ?_
  rw [kineticDensity, show p ^ 2 + 1 ^ 2 = 1 + p ^ 2 by ring]
  field_simp
  ring
```

A `theorem` gives its statement after the colon and its proof after `:=`. This one says $A'(p)=k_1(p)$ at every real $p$. By the quotient rule, the rational term has derivative

$$\frac{-p^6+13p^4-3p^2-1}{(1+p^2)^4},$$

and the arctangent contributes

$$\frac1{1+p^2}=\frac{p^6+3p^4+3p^2+1}{(1+p^2)^4}.$$

The sum is $16p^4/(1+p^2)^4$, and the prefactor removes the 16. In the proof, `hN` and `hD` differentiate numerator and denominator, `field_simp` clears fractions, and `ring` checks the remaining polynomial identity.

```lean
/-- At large wavenumber `kineticPrimitive` tends to `π / 32`. -/
theorem tendsto_kineticPrimitive : Tendsto kineticPrimitive atTop (𝓝 (π / 32)) := by
  -- for `p > 0` both rational building blocks lie between 0 and `1 / p`
  have hu : Tendsto (fun p : ℝ => p / (1 + p ^ 2)) atTop (𝓝 0) := by
    refine squeeze_zero' ?_ ?_ tendsto_inv_atTop_zero
    · filter_upwards [eventually_gt_atTop (0 : ℝ)] with p hp
      positivity
    · filter_upwards [eventually_gt_atTop (0 : ℝ)] with p hp
      rw [inv_eq_one_div, div_le_div_iff₀ (by positivity) hp]
      nlinarith
  have hv : Tendsto (fun p : ℝ => 1 / (1 + p ^ 2)) atTop (𝓝 0) := by
    refine squeeze_zero' ?_ ?_ tendsto_inv_atTop_zero
    · filter_upwards with p
      positivity
    · filter_upwards [eventually_gt_atTop (0 : ℝ)] with p hp
      rw [inv_eq_one_div, div_le_div_iff₀ (by positivity) hp]
      nlinarith [sq_nonneg (p - 1)]
  have ha : Tendsto arctan atTop (𝓝 (π / 2)) :=
    Real.tendsto_arctan_atTop.mono_right nhdsWithin_le_nhds
  have h := (ha.add (hu.mul (((tendsto_const_nhds (x := (1 : ℝ))).sub
    (hv.const_mul (14 / 3))).add ((hv.pow 2).const_mul (8 / 3))))).div_const 16
  rw [show π / 32 = (π / 2 + 0 * (1 - 14 / 3 * 0 + 8 / 3 * 0 ^ 2)) / 16 by ring]
  refine Tendsto.congr (fun p => ?_) h
  show (arctan p + p / (1 + p ^ 2) * (1 - 14 / 3 * (1 / (1 + p ^ 2))
    + 8 / 3 * (1 / (1 + p ^ 2)) ^ 2)) / 16 = kineticPrimitive p
  have hne : 1 + p ^ 2 ≠ 0 := by positivity
  rw [kineticPrimitive]
  field_simp
  ring
```

This says $A(p)\to\pi/32$ as $p\to\infty$. With $u=p/(1+p^2)$ and $v=1/(1+p^2)$, the rational term is

$$u\left(1-\tfrac{14}{3}v+\tfrac83v^2\right).$$

For $p>0$ both $u$ and $v$ lie between 0 and $1/p$, so they vanish in the limit (`hu`, `hv`). What remains is $(\pi/2)/16$.

```lean
/-- For `Z = 1` the kinetic tail beyond `G` is `π / 32` minus `kineticPrimitive G`. -/
theorem kineticTail_one (G : ℝ) : kineticTail 1 G = π / 32 - kineticPrimitive G :=
  integral_Ioi_of_hasDerivAt_of_nonneg' (fun p _ => hasDerivAt_kineticPrimitive p)
    (fun p _ => by unfold kineticDensity; positivity) tendsto_kineticPrimitive
```

Hence $T_1(G)=\pi/32-A(G)$, by the fundamental theorem of calculus on a half-line. The density is nonnegative and $A$ has a finite limit, so the integral converges. Since $A(0)=0$, the total is $T_1(0)=\pi/32$, which is not zero.

## Rescaling the wavenumber

```lean
/-- For `Z > 0`, measuring wavenumbers in units of `Z` turns the kinetic tail into the one
for `Z = 1`, divided by `Z ^ 3`. -/
theorem kineticTail_scaling {Z : ℝ} (hZ : 0 < Z) (g : ℝ) :
    kineticTail Z (Z * g) = kineticTail 1 g / Z ^ 3 := by
  have hpt : ∀ x, kineticDensity Z (Z * x) = (Z ^ 4)⁻¹ * kineticDensity 1 x := by
    intro x
    have hx : x ^ 2 + 1 ^ 2 ≠ 0 := by positivity
    rw [kineticDensity, kineticDensity,
      show (Z * x) ^ 2 + Z ^ 2 = Z ^ 2 * (x ^ 2 + 1 ^ 2) by ring]
    field_simp
  -- substitution `p = Z q` in the integral
  have h := integral_comp_mul_left_Ioi (kineticDensity Z) g hZ
  simp only [hpt, smul_eq_mul] at h
  rw [integral_const_mul] at h
  change (Z ^ 4)⁻¹ * kineticTail 1 g = Z⁻¹ * kineticTail Z (Z * g) at h
  calc kineticTail Z (Z * g) = Z * (Z⁻¹ * kineticTail Z (Z * g)) := by field_simp
    _ = Z * ((Z ^ 4)⁻¹ * kineticTail 1 g) := by rw [h]
    _ = kineticTail 1 g / Z ^ 3 := by field_simp
```

The hypothesis `hZ` says $Z>0$; $Z$ need not be an integer. The claim is $T_Z(Zg)=T_1(g)/Z^3$. Under $p=Zq$,

$$k_Z(Zq)=\frac{Z^4q^4}{Z^8(q^2+1)^4}=Z^{-4}k_1(q),\qquad dp=Z\,dq,$$

and the two factors combine to $Z^{-3}$. The pointwise identity is `hpt`; the library lemma `integral_comp_mul_left_Ioi` performs the substitution.

```lean
/-- For `Z > 0` the lost kinetic fraction depends on `G` and `Z` only through `G / Z`. -/
theorem lostFraction_scaling {Z : ℝ} (hZ : 0 < Z) (G : ℝ) :
    lostFraction Z G = lostFraction 1 (G / Z) := by
  have a := kineticTail_scaling hZ (G / Z)
  have b := kineticTail_scaling hZ 0
  rw [mul_div_cancel₀ G hZ.ne'] at a
  rw [mul_zero] at b
  rw [lostFraction, lostFraction, a, b, div_div_div_cancel_right₀ (pow_ne_zero 3 hZ.ne')]
```

Taking $g=G/Z$ in the numerator and $g=0$ in the denominator gives

$$F_Z(G)=\frac{T_1(G/Z)/Z^3}{T_1(0)/Z^3}=F_1(G/Z).$$

The names `a` and `b` hold these two uses of the scaling law, and the last rewrite cancels $Z^3$.

```lean
/-- Closed form of the lost kinetic fraction for `Z > 0`. -/
theorem lostFraction_eq {Z : ℝ} (hZ : 0 < Z) (G : ℝ) :
    lostFraction Z G = 1 - kineticPrimitive (G / Z) / (π / 32) := by
  have h0 : kineticPrimitive 0 = 0 := by simp [kineticPrimitive]
  have hpi : π / 32 ≠ 0 := by positivity
  rw [lostFraction_scaling hZ, lostFraction, kineticTail_one, kineticTail_one, h0, sub_zero,
    sub_div, div_self hpi]
```

Inserting the integral at unit charge yields

$$F_Z(G)=1-\frac{A(G/Z)}{\pi/32}.$$

## One cutoff wavenumber in units of $Z$

```lean
/-- `kineticPrimitive` is strictly increasing on nonnegative wavenumbers. -/
theorem kineticPrimitive_strictMonoOn : StrictMonoOn kineticPrimitive (Ici 0) := by
  refine strictMonoOn_of_deriv_pos (convex_Ici 0)
    (fun p _ => (hasDerivAt_kineticPrimitive p).continuousAt.continuousWithinAt) ?_
  intro p hp
  rw [interior_Ici] at hp
  have hp' : 0 < p := hp
  rw [(hasDerivAt_kineticPrimitive p).deriv, kineticDensity]
  positivity
```

`Ici 0` is $[0,\infty)$. On it $A$ is strictly increasing, because $A$ is continuous and $A'(p)=k_1(p)>0$ for $p>0$. The derivative vanishes at $p=0$, but the criterion needs positivity only in the interior.

```lean
/-- For each tolerance `δ` strictly between 0 and 1 there is one wavenumber `G₁ > 0` such that,
for every `Z > 0`, the only `G ≥ 0` with lost kinetic fraction `δ` is `Z * G₁`. -/
theorem cutoff_wavenumber {δ : ℝ} (h0 : 0 < δ) (h1 : δ < 1) :
    ∃ G₁, 0 < G₁ ∧ ∀ Z, 0 < Z → ∀ G, 0 ≤ G → (lostFraction Z G = δ ↔ G = Z * G₁) := by
  have hpi : 0 < π / 32 := by positivity
  have hz : kineticPrimitive 0 = 0 := by simp [kineticPrimitive]
  have hpos : 0 < (1 - δ) * (π / 32) := mul_pos (by linarith) hpi
  have hlt : (1 - δ) * (π / 32) < π / 32 := by nlinarith
  -- existence for `Z = 1` by the intermediate value theorem
  obtain ⟨b, hb, hb0⟩ := ((tendsto_kineticPrimitive.eventually (lt_mem_nhds hlt)).and
    (eventually_ge_atTop (0 : ℝ))).exists
  obtain ⟨g, hg, hgA⟩ := intermediate_value_Icc hb0
    (fun p _ => (hasDerivAt_kineticPrimitive p).continuousAt.continuousWithinAt)
    (show (1 - δ) * (π / 32) ∈ Icc (kineticPrimitive 0) (kineticPrimitive b) from
      ⟨by rw [hz]; exact hpos.le, hb.le⟩)
  have hg0 : g ≠ 0 := by
    intro h
    rw [h, hz] at hgA
    linarith
  refine ⟨g, lt_of_le_of_ne hg.1 hg0.symm, fun Z hZ G hG => ?_⟩
  rw [lostFraction_eq hZ]
  constructor
  · intro h
    have hA : kineticPrimitive (G / Z) = (1 - δ) * (π / 32) :=
      (div_eq_iff hpi.ne').1 (by linarith)
    -- uniqueness by strict monotonicity
    have hq : G / Z = g := kineticPrimitive_strictMonoOn.injOn
      (show G / Z ∈ Ici 0 from div_nonneg hG hZ.le) (show g ∈ Ici 0 from hg.1)
      (hA.trans hgA.symm)
    rw [(div_eq_iff hZ.ne').1 hq, mul_comm]
  · intro h
    rw [h, mul_div_cancel_left₀ g hZ.ne', hgA, mul_div_cancel_right₀ _ hpi.ne']
    ring
```

Read the quantifiers in order: given $0<\delta<1$, there is a $G_1>0$ such that, for all $Z>0$ and all $G\ge0$,

$$F_Z(G)=\delta\iff G=ZG_1 .$$

The number $G_1$ is chosen before $Z$, so it depends on $\delta$ alone. The two directions of `↔` say that $ZG_1$ is a solution and that no other nonnegative $G$ is.

By the closed form, the equation $F_Z(G)=\delta$ means $A(G/Z)=(1-\delta)\pi/32$. This target lies strictly between $A(0)=0$ and the limit $\pi/32$. Some $b\ge0$ therefore has $A(b)$ above the target, and the intermediate value theorem on $[0,b]$ gives a $g$ with $A(g)$ equal to it. Since the target is positive, $g\ne0$. Strict monotonicity then forces $G/Z=g$, so $G_1=g$. In the code, `obtain` extracts `b` and `g`, and `constructor` splits the equivalence into its two directions.

```lean
/-- For each tolerance `δ` strictly between 0 and 1 there is one energy `E₁ > 0` such that, for
every `Z > 0`, the only cutoff energy `E = G ^ 2 / 2 ≥ 0` with lost kinetic fraction `δ` is
`Z ^ 2 * E₁`. -/
theorem cutoff_energy {δ : ℝ} (h0 : 0 < δ) (h1 : δ < 1) :
    ∃ E₁, 0 < E₁ ∧ ∀ Z, 0 < Z → ∀ E, 0 ≤ E →
      (lostFraction Z (Real.sqrt (2 * E)) = δ ↔ E = Z ^ 2 * E₁) := by
  obtain ⟨g, hg, H⟩ := cutoff_wavenumber h0 h1
  refine ⟨g ^ 2 / 2, by positivity, fun Z hZ E hE => ?_⟩
  rw [H Z hZ _ (Real.sqrt_nonneg _)]
  constructor
  · intro h
    have hs := Real.sq_sqrt (show 0 ≤ 2 * E by positivity)
    rw [h] at hs
    linear_combination (-1 / 2) * hs
  · intro h
    rw [h, show 2 * (Z ^ 2 * (g ^ 2 / 2)) = (Z * g) ^ 2 by ring,
      Real.sqrt_sq (by positivity)]

end

end HydrogenicCutoff
```

With $E=G^2/2$, in units where $\hbar=m_e=1$, the cutoff wavenumber is $G=\sqrt{2E}$. The theorem gives an $E_1>0$, again independent of $Z$, such that for all $Z>0$ and $E\ge0$

$$F_Z\!\left(\sqrt{2E}\right)=\delta\iff E=Z^2E_1 .$$

The proof takes $E_1=G_1^2/2$. Squaring $\sqrt{2E}=ZG_1$ gives $E=Z^2G_1^2/2$; conversely, $\sqrt{(ZG_1)^2}=ZG_1$ because $ZG_1\ge0$.

For a single nonrelativistic electron in a bare Coulomb potential, the cutoff energy that leaves a fixed fraction of the 1s kinetic energy beyond it therefore grows as the square of the nuclear charge. The criterion measures the tail of the exact state. It is not the energy error of a variational calculation in a truncated basis, and it involves no periodic cell, pseudopotential or electron–electron interaction.

```lean
#print axioms HydrogenicCutoff.cutoff_energy
```

```
'HydrogenicCutoff.cutoff_energy' depends on axioms: [propext, Classical.choice, Quot.sound]
```
